# In a harmonic host around a muon, partial relaxation costs the elastic energy of the missing displacement

## Energy, gradient and free coordinates

Number the Cartesian coordinates of the host atoms by a finite index set $n$, three per atom, and hold the muon fixed. A host displacement is a real vector $x$, measured from the undistorted host. Its distortion energy is

$$E(x) = f\cdot x + \tfrac12\, x\cdot Kx .$$

Here $K$ is the real symmetric stiffness matrix. The vector $f$ is the energy gradient that the muon produces at $x=0$, so the initial force is $-f$. At displacement $x$ the gradient is $g(x)=f+Kx$.

A set $S$ lists the free coordinates; all others are clamped at zero. A displacement is *relaxed on $S$* if it is supported on $S$ and minimizes $E$ among displacements supported on $S$. We write it $x_S$.

Positive definiteness, $d\cdot Kd>0$ for $d\neq0$, stands for a mechanically stable periodic host, in a cell of fixed shape and size, whose rigid translations have been removed, for example by fixing one atom and leaving its coordinates out of $n$. In a free finite cluster the rigid rotations must be removed too.

## The excess energy and its monotonicity

If $y$ minimizes $E$ globally, then

$$E(x_S)-E(y)=\tfrac12\,(x_S-y)\cdot K(x_S-y).$$

If $S\subseteq T$, then $E(x_T)\le E(x_S)$. For positive definite $K$, each set of free coordinates has exactly one relaxed displacement.

## Convergence with the relaxation region

A muon-site code may relax only the atoms near the muon and clamp the rest. For a finite harmonic model with fixed $f$ and $K$, the identity gives the energy error of that truncation, and it is second order in the displacement error. Along a sequence of free sets, each containing the one before, the relaxed energy cannot rise; if it rises by more than rounding error in a run of this model, a minimization is unconverged or some set does not contain its predecessor.

The drop from $S$ to $T$ is strict exactly when some coordinate in $T\setminus S$ has a nonzero gradient at $x_S$. The residual gradients on clamped atoms therefore show whether releasing them will lower the energy.

## Derivation from force balance

**Expansion.** For a further displacement $d$,

$$E(x+d)=f\cdot x+f\cdot d+\tfrac12\,(x\cdot Kx+x\cdot Kd+d\cdot Kx+d\cdot Kd).$$

Symmetry gives $x\cdot Kd=d\cdot Kx$, hence

$$E(x+d)=E(x)+g(x)\cdot d+\tfrac12\, d\cdot Kd .$$

**Force balance.** Let $y$ be relaxed on $T$ and let $i\in T$. Moving coordinate $i$ by $t$ keeps the support in $T$, so $0\le g_i(y)\,t+\tfrac12K_{ii}t^2$ for every real $t$. This quadratic has no constant term, so its discriminant is $g_i(y)^2$, which must be at most zero. Hence $g_i(y)=0$.

**Excess energy.** Let $x$ be supported on $T$ and set $d=x-y$. In each term of $g(y)\cdot d$, either $i\in T$ and $g_i(y)=0$, or $i\notin T$ and $d_i=0$. The linear term vanishes, leaving

$$E(x)-E(y)=\tfrac12\,(x-y)\cdot K(x-y).$$

Taking all coordinates for $T$ gives the global identity. The same argument shows that force balance is sufficient when $d\cdot Kd\ge0$ for all $d$: if $x$ is supported on $S$ and $g(x)$ vanishes there, every competitor $z$ has $E(z)-E(x)=\tfrac12(z-x)\cdot K(z-x)\ge0$.

**Larger free sets.** For $S\subseteq T$, $x_S$ is an admissible trial displacement on $T$, so $E(x_T)\le E(x_S)$. If its gradient also vanishes on $T\setminus S$, it is relaxed on $T$ and the energies agree. Conversely, if they agree, $x_S$ minimizes on $T$ and its gradient vanishes there.

**Existence and uniqueness.** Let $K$ be positive definite. Define $(Lx)_i=(Kx)_i$ for $i\in S$ and $(Lx)_i=x_i$ otherwise. If $Lx=0$, every product $x_i(Kx)_i$ is zero, so $x\cdot Kx=0$ and $x=0$. An injective linear map of a finite-dimensional space to itself is surjective, so $Lx=b$ has a solution with $b_i=-f_i$ on $S$ and $b_i=0$ elsewhere. That solution is supported on $S$ and balanced, hence relaxed. Two minimizers have equal energy, so their difference has zero elastic energy and vanishes.

**Relaxed energy.** Since $g(x_S)\cdot x_S=0$, we have $x_S\cdot Kx_S=-f\cdot x_S$ and $E(x_S)=\tfrac12 f\cdot x_S$.

## The Lean source

```lean
import Mathlib

open Matrix

namespace MuonLatticeRelaxation

variable {n : Type*} [Fintype n]

/-- Harmonic distortion energy of the host: linear muon-host coupling `f` plus the elastic
energy with stiffness matrix `K`. -/
noncomputable def energy (f : n → ℝ) (K : Matrix n n ℝ) (x : n → ℝ) : ℝ :=
  f ⬝ᵥ x + (x ⬝ᵥ K *ᵥ x) / 2

/-- Energy gradient `f + K x` for symmetric `K`; its negative is the force on each
coordinate. -/
def energyGradient (f : n → ℝ) (K : Matrix n n ℝ) (x : n → ℝ) : n → ℝ :=
  f + K *ᵥ x

/-- Only the atom coordinates in `S` are displaced. -/
def SupportedOn (S : Set n) (x : n → ℝ) : Prop := ∀ i, i ∉ S → x i = 0

/-- The displacement `x` minimizes the energy among displacements supported on `S`. -/
def IsRelaxed (f : n → ℝ) (K : Matrix n n ℝ) (S : Set n) (x : n → ℝ) : Prop :=
  SupportedOn S x ∧ ∀ z, SupportedOn S z → energy f K x ≤ energy f K z

/-- For symmetric stiffness, a further displacement `d` changes the energy by a gradient term
and the elastic energy of `d`. -/
theorem energy_add {K : Matrix n n ℝ} (hK : K.IsSymm) (f x d : n → ℝ) :
    energy f K (x + d) =
      energy f K x + energyGradient f K x ⬝ᵥ d + (d ⬝ᵥ K *ᵥ d) / 2 := by
  have h : x ⬝ᵥ K *ᵥ d = d ⬝ᵥ K *ᵥ x := by
    rw [Matrix.dotProduct_mulVec, ← Matrix.mulVec_transpose, hK.eq, dotProduct_comm]
  simp only [energy, energyGradient, Matrix.mulVec_add, dotProduct_add, add_dotProduct]
  rw [dotProduct_comm (K *ᵥ x) d]
  linarith

/-- For symmetric stiffness, the energy gradient of a relaxed displacement vanishes on every
free coordinate. -/
theorem gradient_eq_zero {K : Matrix n n ℝ} (hK : K.IsSymm) {f x : n → ℝ} {S : Set n}
    (hx : IsRelaxed f K S x) {i : n} (hi : i ∈ S) : energyGradient f K x i = 0 := by
  classical
  -- move coordinate `i` by an arbitrary step `t`
  have key : ∀ t : ℝ, 0 ≤ ((Pi.single i (1 : ℝ) ⬝ᵥ K *ᵥ Pi.single i (1 : ℝ)) / 2) * (t * t)
      + energyGradient f K x i * t + 0 := by
    intro t
    have hs : SupportedOn S (x + t • Pi.single i (1 : ℝ)) := by
      intro j hj
      have hji : j ≠ i := fun h => hj (h ▸ hi)
      simp [hx.1 j hj, Pi.single_eq_of_ne hji]
    have h := hx.2 _ hs
    have hg : energyGradient f K x ⬝ᵥ Pi.single i (1 : ℝ) = energyGradient f K x i := by
      rw [dotProduct_single, mul_one]
    rw [energy_add hK] at h
    simp only [Matrix.mulVec_smul, dotProduct_smul, smul_dotProduct, smul_eq_mul, hg] at h
    linarith
  have hd := discrim_le_zero key
  unfold discrim at hd
  nlinarith [sq_nonneg (energyGradient f K x i)]

/-- A gradient that vanishes on `S` does no work along a displacement supported on `S`. -/
theorem dot_eq_zero {g d : n → ℝ} {S : Set n} (hg : ∀ i ∈ S, g i = 0)
    (hd : SupportedOn S d) : g ⬝ᵥ d = 0 := by
  simp only [dotProduct]
  refine Finset.sum_eq_zero fun i _ => ?_
  by_cases h : i ∈ S
  · rw [hg i h, zero_mul]
  · rw [hd i h, mul_zero]

/-- For symmetric stiffness with nonnegative elastic energy, a displacement is relaxed on `S`
exactly when it is supported on `S` and the gradient vanishes there. -/
theorem isRelaxed_iff {K : Matrix n n ℝ} (hK : K.IsSymm)
    (hpos : ∀ d : n → ℝ, 0 ≤ d ⬝ᵥ K *ᵥ d) (f x : n → ℝ) (S : Set n) :
    IsRelaxed f K S x ↔ SupportedOn S x ∧ ∀ i ∈ S, energyGradient f K x i = 0 := by
  refine ⟨fun h => ⟨h.1, fun i hi => gradient_eq_zero hK h hi⟩, fun h => ⟨h.1, ?_⟩⟩
  intro z hz
  have he := energy_add hK f x (z - x)
  have h0 := dot_eq_zero h.2 (d := z - x) (fun i hi => by simp [hz i hi, h.1 i hi])
  rw [add_sub_cancel, h0] at he
  linarith [hpos (z - x)]

/-- For symmetric stiffness, the energy of any displacement `x` supported on `T`, measured from
the minimum on `T`, is the elastic energy of its deviation from the minimizer `y`. -/
theorem excess_energy {K : Matrix n n ℝ} (hK : K.IsSymm) {f x y : n → ℝ} {T : Set n}
    (hx : SupportedOn T x) (hy : IsRelaxed f K T y) :
    energy f K x - energy f K y = ((x - y) ⬝ᵥ K *ᵥ (x - y)) / 2 := by
  have he := energy_add hK f y (x - y)
  have h0 := dot_eq_zero (fun i hi => gradient_eq_zero hK hy hi) (d := x - y)
    (fun i hi => by simp [hx i hi, hy.1 i hi])
  rw [add_sub_cancel, h0] at he
  linarith

/-- For symmetric stiffness and a global minimizer `y`, the excess energy of any displacement
`x`, such as one relaxed only on a set `S`, is the elastic energy of `x - y`. -/
theorem excess_energy_global {K : Matrix n n ℝ} (hK : K.IsSymm) {f y : n → ℝ}
    (hy : ∀ z, energy f K y ≤ energy f K z) (x : n → ℝ) :
    energy f K x - energy f K y = ((x - y) ⬝ᵥ K *ᵥ (x - y)) / 2 :=
  excess_energy hK (T := Set.univ) (fun i hi => absurd (Set.mem_univ i) hi)
    ⟨fun i hi => absurd (Set.mem_univ i) hi, fun z _ => hy z⟩

/-- Enlarging the set of free coordinates never raises the relaxed energy. -/
theorem energy_antitone {K : Matrix n n ℝ} {f x y : n → ℝ} {S T : Set n} (hST : S ⊆ T)
    (hx : IsRelaxed f K S x) (hy : IsRelaxed f K T y) : energy f K y ≤ energy f K x :=
  hy.2 x fun i hi => hx.1 i fun h => hi (hST h)

/-- For symmetric stiffness with nonnegative elastic energy, enlarging `S` to `T` strictly lowers
the relaxed energy exactly when the gradient at the displacement `x` relaxed on `S` is nonzero on
some newly freed coordinate. -/
theorem energy_lt_iff {K : Matrix n n ℝ} (hK : K.IsSymm)
    (hpos : ∀ d : n → ℝ, 0 ≤ d ⬝ᵥ K *ᵥ d) {f x y : n → ℝ} {S T : Set n} (hST : S ⊆ T)
    (hx : IsRelaxed f K S x) (hy : IsRelaxed f K T y) :
    energy f K y < energy f K x ↔ ∃ i ∈ T \ S, energyGradient f K x i ≠ 0 := by
  have hxT : SupportedOn T x := fun i hi => hx.1 i fun h => hi (hST h)
  constructor
  · intro hlt
    by_contra hno
    -- without residual forces `x` is already relaxed on `T`
    have hr : IsRelaxed f K T x := (isRelaxed_iff hK hpos f x T).2 ⟨hxT, fun i hi => by
      by_cases h : i ∈ S
      · exact gradient_eq_zero hK hx h
      · by_contra hne
        exact hno ⟨i, ⟨hi, h⟩, hne⟩⟩
    linarith [hr.2 y hy.1]
  · rintro ⟨i, hi, hne⟩
    by_contra hlt
    have hr : IsRelaxed f K T x := ⟨hxT, fun z hz => (not_lt.1 hlt).trans (hy.2 z hz)⟩
    exact hne (gradient_eq_zero hK hr hi.1)

/-- For symmetric positive definite stiffness, each set of free coordinates has exactly one
relaxed displacement. -/
theorem existsUnique_isRelaxed {K : Matrix n n ℝ} (hK : K.IsSymm)
    (hpos : ∀ d : n → ℝ, d ≠ 0 → 0 < d ⬝ᵥ K *ᵥ d) (f : n → ℝ) (S : Set n) :
    ∃! x, IsRelaxed f K S x := by
  classical
  have hnn : ∀ d : n → ℝ, 0 ≤ d ⬝ᵥ K *ᵥ d := by
    intro d
    by_cases h : d = 0
    · simp [h]
    · exact (hpos d h).le
  -- force balance on `S`, clamped coordinates elsewhere
  let L : (n → ℝ) →ₗ[ℝ] (n → ℝ) :=
    { toFun := fun x i => if i ∈ S then (K *ᵥ x) i else x i
      map_add' := by
        intro x y
        ext i
        by_cases h : i ∈ S <;> simp [h, Matrix.mulVec_add]
      map_smul' := by
        intro c x
        ext i
        by_cases h : i ∈ S <;> simp [h, Matrix.mulVec_smul] }
  have hL : ∀ x i, L x i = if i ∈ S then (K *ᵥ x) i else x i := fun _ _ => rfl
  have hinj : Function.Injective L := by
    refine (injective_iff_map_eq_zero L).2 fun x hx => ?_
    by_contra hne
    have h0 : x ⬝ᵥ K *ᵥ x = 0 := by
      simp only [dotProduct]
      refine Finset.sum_eq_zero fun i _ => ?_
      have hi := congrFun hx i
      rw [hL] at hi
      by_cases h : i ∈ S
      · rw [if_pos h] at hi
        rw [hi, Pi.zero_apply, mul_zero]
      · rw [if_neg h] at hi
        rw [hi, Pi.zero_apply, zero_mul]
    exact (hpos x hne).ne' h0
  obtain ⟨x, hx⟩ := LinearMap.injective_iff_surjective.1 hinj
    (fun i => if i ∈ S then -f i else 0)
  have hr : IsRelaxed f K S x := by
    refine (isRelaxed_iff hK hnn f x S).2 ⟨fun i h => ?_, fun i h => ?_⟩
    · have hi := congrFun hx i
      simp only [hL, if_neg h] at hi
      exact hi
    · have hi := congrFun hx i
      simp only [hL, if_pos h] at hi
      change f i + (K *ᵥ x) i = 0
      linarith
  refine ⟨x, hr, fun z hz => ?_⟩
  -- two minimizers differ by a displacement without elastic energy
  by_contra hne
  have he := excess_energy hK hz.1 hr
  linarith [hpos (z - x) (sub_ne_zero.2 hne), hz.2 x hr.1]

/-- For symmetric stiffness, the energy of a relaxed displacement is half its linear coupling
energy. -/
theorem relaxed_energy {K : Matrix n n ℝ} (hK : K.IsSymm) {f x : n → ℝ} {S : Set n}
    (hx : IsRelaxed f K S x) : energy f K x = (f ⬝ᵥ x) / 2 := by
  have h := dot_eq_zero (fun i hi => gradient_eq_zero hK hx hi) hx.1
  rw [energyGradient, add_dotProduct, dotProduct_comm (K *ᵥ x) x] at h
  unfold energy
  linarith

end MuonLatticeRelaxation
```

```lean
#print axioms MuonLatticeRelaxation.energy_antitone
-- 'MuonLatticeRelaxation.energy_antitone' depends on axioms: [propext, Classical.choice, Quot.sound]
#print axioms MuonLatticeRelaxation.energy_lt_iff
-- 'MuonLatticeRelaxation.energy_lt_iff' depends on axioms: [propext, Classical.choice, Quot.sound]
#print axioms MuonLatticeRelaxation.existsUnique_isRelaxed
-- 'MuonLatticeRelaxation.existsUnique_isRelaxed' depends on axioms: [propext, Classical.choice, Quot.sound]
#print axioms MuonLatticeRelaxation.relaxed_energy
-- 'MuonLatticeRelaxation.relaxed_energy' depends on axioms: [propext, Classical.choice, Quot.sound]
```

## What the theorems say about a relaxation code

`energy`, `energyGradient` and `SupportedOn` are $E$, $g$ and the clamping condition; `IsRelaxed f K S x` says that $x$ is relaxed on $S$. The main identity is `excess_energy_global`, valid for every `x`, and `excess_energy` is its version relative to a set `T`. Both assume symmetry and a given minimizer, but not positivity. `energy_antitone` needs only the two minimizers and `S ⊆ T`. Nonnegative elastic energy enters in `isRelaxed_iff` and `energy_lt_iff`, and strict positivity in `existsUnique_isRelaxed`.

The proofs follow the derivation. `energy_add` is the expansion, with the symmetry step in `h`. In `gradient_eq_zero`, `key` is the one-coordinate inequality and `discrim_le_zero` bounds its discriminant. `dot_eq_zero` removes the linear term by cases on `i ∈ S`. In the existence proof, `hinj` shows that `L` is injective, and `LinearMap.injective_iff_surjective` supplies the solution. `relaxed_energy` is the half-coupling formula.

Strict positivity matters for existence. With one free coordinate, $K=0$ and $f=1$, the elastic energy is nonnegative but $E(x)=x$ has no minimum. Nonnegativity alone therefore does not guarantee a relaxed displacement.

The theorems concern exact minimizers in real arithmetic. For an unconverged reference $y$, `energy_add` shows that the term $g(y)\cdot(x-y)$ must be kept. Anharmonic forces, muon zero-point motion and errors in the computed $f$ and $K$ lie outside the model. So do comparisons between supercells of different size, where $K$ itself changes.
